# The generalized Wick rule for two one-body strings in an arbitrary pure state

Let \(a_p\) be fermionic modes, \(\Psi\) a unit vector and \(\langle X\rangle=\langle\Psi,X\Psi\rangle\). Put \(E_{pq}=a_p^\dagger a_q\), \(\gamma_{pq}=\langle E_{pq}\rangle\), \(\{pq\}=E_{pq}-\gamma_{pq}\) and \(\lambda_{prqs}=\langle a_p^\dagger a_r^\dagger a_sa_q\rangle-\gamma_{pq}\gamma_{rs}+\gamma_{ps}\gamma_{rq}\). Then
\[\langle\{pq\}\{rs\}\rangle=\gamma_{ps}(\delta_{qr}-\gamma_{rq})+\lambda_{prqs}.\]
This is the lowest case of the Mukherjee-Kutzelnigg rule, a product of two one-body strings, so that no cumulant beyond the two-body one enters. The descriptions below of what fails without a hypothesis are worked on paper and are not among the checked theorems.

## Hilbert space and pure state

`E` is a complex Hilbert space of any dimension, and the modes are bounded operators labelled by an arbitrary type `ι`. Completeness supplies the adjoint `star`. The functional `ev Ψ` is \(\langle\cdot\rangle\), with the inner product antilinear in its first slot, and `ev_one` turns \(\|\Psi\|=1\) into \(\langle1\rangle=1\). Of the expectation value, the general rule uses only linearity and \(\langle1\rangle=1\), so modelling the state as a normalised linear functional would extend it to mixed states; the determinant condition below is stated for a vector.

In Lean 4 with Mathlib:

```lean
import Mathlib

open scoped InnerProductSpace
open Matrix

namespace GeneralizedWick

noncomputable section

variable {E : Type*} [NormedAddCommGroup E] [InnerProductSpace ℂ E]

/-- The expectation value `<X> = <Ψ, XΨ>` as a linear functional on bounded operators. -/
def ev (Ψ : E) : (E →L[ℂ] E) →ₗ[ℂ] ℂ where
  toFun X := ⟪Ψ, X Ψ⟫_ℂ
  map_add' X Y := by simp
  map_smul' c X := by simp

/-- In a unit vector the identity has expectation value one. -/
theorem ev_one {Ψ : E} (hΨ : ‖Ψ‖ = 1) : ev Ψ 1 = 1 := by
  show inner ℂ Ψ Ψ = 1
  rw [inner_self_eq_norm_sq_to_K, hΨ]
  simp
```

## Anticommutation relations

The field `ac` is \(\{a_p,a_q^\dagger\}=\delta_{pq}\), which says that the orbitals are orthonormal. The field `aa` is \(\{a_p,a_q\}=0\), antisymmetry, including \(a_p^2=0\).

```lean
variable [CompleteSpace E] {ι : Type*} [DecidableEq ι]

/-- The Kronecker delta `δ_pq`. -/
def delta (p q : ι) : ℂ := if p = q then 1 else 0

/-- Canonical anticommutation relations for modes `a_p`; `star` is the Hilbert adjoint. -/
structure IsCAR (a : ι → E →L[ℂ] E) : Prop where
  aa : ∀ p q, a p * a q + a q * a p = 0
  ac : ∀ p q, a p * star (a q) + star (a q) * a p = delta p q • 1
```

`exc a p q` is \(E_{pq}\) and `normal1` is \(\{pq\}\). The index order differs: `exc2 a p r s q` follows the string \(a_p^\dagger a_r^\dagger a_sa_q\), while `cumulant a Ψ p r q s` is \(\lambda_{prqs}\). The normal-ordered string \(\{prsq\}\), `normal2`, is defined, not derived, by
\[a_p^\dagger a_r^\dagger a_sa_q=\{prsq\}+\gamma_{pq}\{rs\}+\gamma_{rs}\{pq\}-\gamma_{ps}\{rq\}-\gamma_{rq}\{ps\}+\gamma_{pq}\gamma_{rs}-\gamma_{ps}\gamma_{rq}+\lambda_{prqs}.\]

```lean
/-- The one-body string `a_p† a_q`. -/
def exc (a : ι → E →L[ℂ] E) (p q : ι) : E →L[ℂ] E := star (a p) * a q

/-- The two-body string `a_p† a_r† a_s a_q`. -/
def exc2 (a : ι → E →L[ℂ] E) (p r s q : ι) : E →L[ℂ] E :=
  star (a p) * star (a r) * a s * a q

/-- The one-body density matrix `γ_pq = <a_p† a_q>`. -/
def gamma (a : ι → E →L[ℂ] E) (Ψ : E) (p q : ι) : ℂ := ev Ψ (exc a p q)

/-- The two-body cumulant `λ_prqs = <a_p† a_r† a_s a_q> - γ_pq γ_rs + γ_ps γ_rq`. -/
def cumulant (a : ι → E →L[ℂ] E) (Ψ : E) (p r q s : ι) : ℂ :=
  ev Ψ (exc2 a p r s q) - gamma a Ψ p q * gamma a Ψ r s + gamma a Ψ p s * gamma a Ψ r q

/-- The one-body string normal ordered with respect to `Ψ`: `{pq} = a_p† a_q - γ_pq`. -/
def normal1 (a : ι → E →L[ℂ] E) (Ψ : E) (p q : ι) : E →L[ℂ] E :=
  exc a p q - gamma a Ψ p q • 1

/-- The string `a_p† a_r† a_s a_q` normal ordered with respect to `Ψ`: the four single
contractions and the full contraction `γ_pq γ_rs - γ_ps γ_rq + λ_prqs` are removed. -/
def normal2 (a : ι → E →L[ℂ] E) (Ψ : E) (p r s q : ι) : E →L[ℂ] E :=
  exc2 a p r s q - gamma a Ψ p q • normal1 a Ψ r s - gamma a Ψ r s • normal1 a Ψ p q
    + gamma a Ψ p s • normal1 a Ψ r q + gamma a Ψ r q • normal1 a Ψ p s
    - (gamma a Ψ p q * gamma a Ψ r s - gamma a Ψ p s * gamma a Ψ r q
        + cumulant a Ψ p r q s) • 1
```

Averaging `ac` gives \(\langle a_qa_r^\dagger\rangle=\delta_{qr}-\gamma_{rq}\). This is `hole_contraction`, which identifies the bracket in the rule as the hole contraction and is not needed later. Both relations enter the rule through one reordering, first `ac`, then `aa`:
\[E_{pq}E_{rs}=a_p^\dagger(\delta_{qr}-a_r^\dagger a_q)a_s=\delta_{qr}E_{ps}-a_p^\dagger a_r^\dagger a_qa_s=\delta_{qr}E_{ps}+a_p^\dagger a_r^\dagger a_sa_q .\]
In `exc_mul` these are the rewrites with `h1` and `h2`.

```lean
variable {a : ι → E →L[ℂ] E} {Ψ : E}

/-- The hole contraction: `<a_q a_r†> = δ_qr - γ_rq`. -/
theorem hole_contraction (h : IsCAR a) (hΨ : ‖Ψ‖ = 1) (q r : ι) :
    ev Ψ (a q * star (a r)) = delta q r - gamma a Ψ r q := by
  rw [eq_sub_of_add_eq (h.ac q r), map_sub, map_smul, ev_one hΨ, smul_eq_mul, mul_one]
  rfl

/-- Reordering: `a_p† a_q a_r† a_s = δ_qr a_p† a_s + a_p† a_r† a_s a_q`. -/
theorem exc_mul (h : IsCAR a) (p q r s : ι) :
    exc a p q * exc a r s = delta q r • exc a p s + exc2 a p r s q := by
  have h1 := eq_sub_of_add_eq (h.ac q r)
  have h2 := eq_neg_of_add_eq_zero_left (h.aa q s)
  unfold exc exc2
  calc star (a p) * a q * (star (a r) * a s)
      = star (a p) * (a q * star (a r)) * a s := by simp only [mul_assoc]
    _ = delta q r • (star (a p) * a s) - star (a p) * star (a r) * (a q * a s) := by
        rw [h1]
        simp only [mul_sub, sub_mul, mul_smul_comm, smul_mul_assoc, mul_one, mul_assoc]
    _ = _ := by
        rw [h2]
        simp only [mul_neg, sub_neg_eq_add, mul_assoc]
```

For non-orthogonal orbitals \(\delta_{qr}\) would become their overlap. Without `aa`, take one mode \(a_0=1/\sqrt2\) on \(\mathbb C\) with \(\Psi=1\): `ac` holds, \(\gamma_{00}=\tfrac12\), \(\{00\}=0\) and \(\lambda_{0000}=\tfrac14\), so the left side is \(0\) and the right side \(\tfrac12\).

## Normalisation

With \(\langle1\rangle=1\) one has \(\langle\{pq\}\rangle=\gamma_{pq}-\gamma_{pq}=0\), and averaging the definition of \(\{prsq\}\) leaves the definition of \(\lambda_{prqs}\), so \(\langle\{prsq\}\rangle=0\). `ev_normal` unfolds the definitions, uses `ev_one` and closes with `ring`, without the anticommutation relations.

```lean
omit [DecidableEq ι] in
/-- Normal-ordered one- and two-body strings have zero expectation value in `Ψ`. -/
theorem ev_normal (a : ι → E →L[ℂ] E) (hΨ : ‖Ψ‖ = 1) :
    (∀ p q, ev Ψ (normal1 a Ψ p q) = 0) ∧ ∀ p r s q, ev Ψ (normal2 a Ψ p r s q) = 0 := by
  refine ⟨fun p q => ?_, fun p r s q => ?_⟩ <;>
    simp only [normal1, normal2, map_sub, map_add, map_smul, ev_one hΨ, smul_eq_mul,
      cumulant, gamma] <;> ring
```

The operator identity needs no normalisation. Expanding the product, reordering and writing \(E_{pq}=\{pq\}+\gamma_{pq}\) throughout gives
\[\{pq\}\{rs\}=\delta_{qr}(\{ps\}+\gamma_{ps})+a_p^\dagger a_r^\dagger a_sa_q-\gamma_{rs}\{pq\}-\gamma_{pq}\{rs\}-\gamma_{pq}\gamma_{rs}.\]
Inserting the definition of \(\{prsq\}\) cancels the last three terms:
\[\{pq\}\{rs\}=\{prsq\}+(\delta_{qr}-\gamma_{rq})\{ps\}-\gamma_{ps}\{rq\}+\gamma_{ps}(\delta_{qr}-\gamma_{rq})+\lambda_{prqs}.\]
In `wick_operator`, `simp only` expands and applies `exc_mul h`, and `module` compares coefficients. `generalized_wick` averages this identity, and `ev_normal` removes the three operator terms.

```lean
/-- Operator form of the generalized Wick rule: `{pq}{rs} = {prsq} + (δ_qr - γ_rq){ps}
- γ_ps {rq} + γ_ps (δ_qr - γ_rq) + λ_prqs`. -/
theorem wick_operator (h : IsCAR a) (Ψ : E) (p q r s : ι) :
    normal1 a Ψ p q * normal1 a Ψ r s
      = normal2 a Ψ p r s q + (delta q r - gamma a Ψ r q) • normal1 a Ψ p s
        - gamma a Ψ p s • normal1 a Ψ r q
        + (gamma a Ψ p s * (delta q r - gamma a Ψ r q) + cumulant a Ψ p r q s) • 1 := by
  simp only [normal1, normal2, mul_sub, sub_mul, mul_smul_comm, smul_mul_assoc, mul_one,
    one_mul, exc_mul h]
  module

/-- Mukherjee-Kutzelnigg generalized Wick rule for two one-body strings in any unit vector:
`<{pq}{rs}> = γ_ps (δ_qr - γ_rq) + λ_prqs`. -/
theorem generalized_wick (h : IsCAR a) (hΨ : ‖Ψ‖ = 1) (p q r s : ι) :
    ev Ψ (normal1 a Ψ p q * normal1 a Ψ r s)
      = gamma a Ψ p s * (delta q r - gamma a Ψ r q) + cumulant a Ψ p r q s := by
  -- only the fully contracted term survives
  rw [wick_operator h]
  simp only [map_add, map_sub, map_smul, (ev_normal a hΨ).1, (ev_normal a hΨ).2, ev_one hΨ,
    smul_eq_mul]
  ring
```

For \(\|\Psi\|^2=N\) and unchanged definitions, the left side minus the right side would be \((N-1)\gamma_{pq}\gamma_{rs}\).

## Determinant condition

`IsDeterminant` asks for a finite set `occ` with \(a_p^\dagger\Psi=0\) for \(p\) in it and \(a_p\Psi=0\) otherwise, in the given mode basis; `occn` is the occupation \(n_p\in\{0,1\}\). For filled \(p\), \(\gamma_{pq}=\delta_{pq}-\langle a_qa_p^\dagger\rangle=\delta_{pq}\) (`hfill`). For empty \(p\), \(\langle a_p^\dagger X\rangle=\langle a_p\Psi,X\Psi\rangle=0\) for every operator \(X\) (`hempty`). Hence \(\gamma_{pq}=n_p\delta_{pq}\). For filled \(r\), moving \(a_r^\dagger\) to the right gives
\[a_p^\dagger a_r^\dagger a_sa_q=\delta_{sr}E_{pq}-\delta_{qr}E_{ps}+a_p^\dagger a_sa_qa_r^\dagger,\]
with average \(\gamma_{pq}\gamma_{rs}-\gamma_{ps}\gamma_{rq}\). For empty \(r\), the adjoint of `aa` (`hcc`) gives \(-a_r^\dagger a_p^\dagger a_sa_q\), with average zero, and \(\gamma_{rs}=\gamma_{rq}=0\). In both cases \(\lambda_{prqs}=0\); the two operator identities are the two `hop` statements in `determinant_densities`. `wick_determinant` substitutes, splits on \(q=r\) and obtains \(\langle\{pq\}\{rs\}\rangle=\delta_{ps}\delta_{qr}n_p(1-n_q)\).

```lean
/-- Determinant condition: `a_p† Ψ = 0` for modes in `occ`, `a_p Ψ = 0` for all others. -/
structure IsDeterminant (a : ι → E →L[ℂ] E) (occ : Finset ι) (Ψ : E) : Prop where
  filled : ∀ p, p ∈ occ → (star (a p) : E →L[ℂ] E) Ψ = 0
  empty : ∀ p, p ∉ occ → a p Ψ = 0

/-- The occupation number `n_p`: one on `occ`, zero elsewhere. -/
def occn (occ : Finset ι) (p : ι) : ℂ := if p ∈ occ then 1 else 0

/-- For a determinant, `γ_pq = n_p δ_pq` and the two-body cumulant vanishes. -/
theorem determinant_densities (h : IsCAR a) (hΨ : ‖Ψ‖ = 1) {occ : Finset ι}
    (hd : IsDeterminant a occ Ψ) :
    (∀ p q, gamma a Ψ p q = occn occ p * delta p q) ∧
      ∀ p r q s, cumulant a Ψ p r q s = 0 := by
  have hs : ∀ x y : ι, delta x y = delta y x := by
    intro x y
    by_cases hxy : x = y
    · rw [hxy]
    · simp [delta, hxy, Ne.symm hxy]
  -- a filled creator kills the ket, an empty creator kills the bra
  have hfill : ∀ r, r ∈ occ → ∀ X, ev Ψ (X * star (a r)) = 0 := by
    intro r hr X
    show inner ℂ Ψ (X ((star (a r) : E →L[ℂ] E) Ψ)) = 0
    rw [hd.filled r hr]
    simp
  have hempty : ∀ r, r ∉ occ → ∀ X, ev Ψ (star (a r) * X) = 0 := by
    intro r hr X
    show inner ℂ Ψ (ContinuousLinearMap.adjoint (a r) (X Ψ)) = 0
    rw [ContinuousLinearMap.adjoint_inner_right, hd.empty r hr]
    simp
  have hc : ∀ r q, star (a r) * a q = delta q r • 1 - a q * star (a r) := by
    intro r q
    rw [← h.ac q r]
    abel
  have hg : ∀ p q, gamma a Ψ p q = occn occ p * delta p q := by
    intro p q
    unfold gamma exc
    by_cases hp : p ∈ occ
    · rw [hc, map_sub, map_smul, ev_one hΨ, hfill p hp, hs p q]
      simp [occn, hp]
    · rw [hempty p hp]
      simp [occn, hp]
  refine ⟨hg, fun p r q s => ?_⟩
  unfold cumulant
  by_cases hr : r ∈ occ
  · -- move `a_r†` to the far right
    have hop : exc2 a p r s q = delta s r • exc a p q - delta q r • exc a p s
        + star (a p) * a s * a q * star (a r) := by
      unfold exc exc2
      calc star (a p) * star (a r) * a s * a q
          = star (a p) * (star (a r) * a s) * a q := by simp only [mul_assoc]
        _ = delta s r • (star (a p) * a q) - star (a p) * a s * (star (a r) * a q) := by
            rw [hc r s]
            simp only [mul_sub, sub_mul, mul_smul_comm, smul_mul_assoc, mul_one, mul_assoc]
        _ = _ := by
            rw [hc r q]
            simp only [mul_sub, mul_smul_comm, mul_one, mul_assoc]
            abel
    rw [hop, map_add, map_sub, map_smul, map_smul, hfill r hr, hg r s, hg r q, hs r s, hs r q]
    simp only [occn, if_pos hr, smul_eq_mul, gamma]
    ring
  · -- move `a_r†` to the far left
    have hcc := congrArg star (h.aa r p)
    rw [star_add, star_mul, star_mul, star_zero] at hcc
    have hop : exc2 a p r s q = star (a r) * (-(star (a p) * a s * a q)) := by
      unfold exc2
      rw [eq_neg_of_add_eq_zero_left hcc]
      simp only [neg_mul, mul_neg, mul_assoc]
    rw [hop, hempty r hr, hg r s, hg r q]
    simp [occn, hr]

/-- For a determinant, `<{pq}{rs}> = δ_ps δ_qr n_p (1 - n_q)`. -/
theorem wick_determinant (h : IsCAR a) (hΨ : ‖Ψ‖ = 1) {occ : Finset ι}
    (hd : IsDeterminant a occ Ψ) (p q r s : ι) :
    ev Ψ (normal1 a Ψ p q * normal1 a Ψ r s)
      = delta p s * delta q r * (occn occ p * (1 - occn occ q)) := by
  obtain ⟨hg, hl⟩ := determinant_densities h hΨ hd
  rw [generalized_wick h hΨ, hl, hg p s, hg r q]
  by_cases hqr : q = r
  · have h1 : delta q r = 1 := by simp [delta, hqr]
    have h2 : delta r q = 1 := by simp [delta, hqr]
    rw [h1, h2, hqr]
    ring
  · have h1 : delta q r = 0 := by simp [delta, hqr]
    have h2 : delta r q = 0 := by simp [delta, Ne.symm hqr]
    rw [h1, h2]
    ring
```

## An instance without the determinant condition

Two Jordan-Wigner modes act on \(\mathbb C^4\) in the basis \(|00\rangle,|10\rangle,|01\rangle,|11\rangle\), the first digit being mode 0, with \(a_1|11\rangle=-|10\rangle\). `car_witness` checks both relations entry by entry and carries them over with `toOp`.

```lean
/-- A 4 × 4 matrix regarded as an operator on `ℂ⁴`. -/
def toOp : Matrix (Fin 4) (Fin 4) ℂ ≃⋆ₐ[ℂ]
    (EuclideanSpace ℂ (Fin 4) →L[ℂ] EuclideanSpace ℂ (Fin 4)) :=
  Matrix.toEuclideanCLM (n := Fin 4) (𝕜 := ℂ)

/-- Jordan-Wigner annihilation matrices in the basis `|00>, |10>, |01>, |11>`. -/
def jwMat : Fin 2 → Matrix (Fin 4) (Fin 4) ℂ :=
  ![!![0, 1, 0, 0; 0, 0, 0, 0; 0, 0, 0, 1; 0, 0, 0, 0],
    !![0, 0, 1, 0; 0, 0, 0, -1; 0, 0, 0, 0; 0, 0, 0, 0]]

/-- The two Jordan-Wigner modes as operators on `ℂ⁴`. -/
def jw (p : Fin 2) : EuclideanSpace ℂ (Fin 4) →L[ℂ] EuclideanSpace ℂ (Fin 4) := toOp (jwMat p)

/-- The state `(3|00> + 4|11>)/5`. -/
def pairState : EuclideanSpace ℂ (Fin 4) := WithLp.toLp 2 ![3 / 5, 0, 0, 4 / 5]

/-- The state `|10>`. -/
def detState : EuclideanSpace ℂ (Fin 4) := WithLp.toLp 2 ![0, 1, 0, 0]

set_option maxHeartbeats 400000 in
/-- The two Jordan-Wigner modes obey the canonical anticommutation relations. -/
theorem car_witness : IsCAR jw := by
  constructor
  · intro p q
    have hM : jwMat p * jwMat q + jwMat q * jwMat p = 0 := by
      ext i j
      fin_cases p <;> fin_cases q <;> fin_cases i <;> fin_cases j <;>
        simp [jwMat]
    simpa only [jw, map_add, map_mul, map_zero] using congrArg (fun M => toOp M) hM
  · intro p q
    have hM : jwMat p * star (jwMat q) + star (jwMat q) * jwMat p = delta p q • 1 := by
      ext i j
      simp only [Matrix.add_apply, Matrix.mul_apply, Matrix.star_apply, Fin.sum_univ_four]
      fin_cases p <;> fin_cases q <;> fin_cases i <;> fin_cases j <;>
        simp [jwMat, delta]
    simpa only [jw, map_add, map_mul, map_star, map_smul, map_one]
      using congrArg (fun M => toOp M) hM
```

For \(\Psi=(3|00\rangle+4|11\rangle)/5\) one finds \(\gamma_{00}=\gamma_{11}=16/25\), \(\gamma_{01}=\gamma_{10}=0\) and \(\langle a_0^\dagger a_1^\dagger a_1a_0\rangle=16/25\), so
\[\lambda_{0101}=\tfrac{16}{25}-\tfrac{256}{625}=\tfrac{144}{625}.\]
With \(p=q=0\), \(r=s=1\) the rule returns this number as the covariance of the two occupations, where the determinant formula gives zero. `state_witness` proves this value of \(\lambda_{0101}\), both norms, and that \(|10\rangle\) is a determinant with mode 0 occupied. The state has no fixed particle number, and pairing contractions are not split off from \(\lambda\): here \(\langle a_1a_0\rangle=12/25\), whose square is \(144/625\).

```lean
set_option maxHeartbeats 400000 in
/-- The unit vector `(3|00> + 4|11>)/5` has cumulant `λ_0101 = 144/625`, and the unit vector
`|10>` is a determinant with mode 0 occupied. -/
theorem state_witness :
    (‖pairState‖ = 1 ∧ cumulant jw pairState 0 1 0 1 = 144 / 625) ∧
      (‖detState‖ = 1 ∧ IsDeterminant jw {0} detState) := by
  have hT : ∀ M v, toOp M (WithLp.toLp 2 v) = WithLp.toLp 2 (M *ᵥ v) := by
    intro M v
    rfl
  have hm : ∀ M N, toOp M * toOp N = toOp (M * N) := fun M N => (map_mul toOp M N).symm
  have hs : ∀ M, star (toOp M) = toOp (star M) := fun M => (map_star toOp M).symm
  have hev : ∀ M v, ev (WithLp.toLp 2 v : EuclideanSpace ℂ (Fin 4)) (toOp M)
      = star v ⬝ᵥ M *ᵥ v := by
    intro M v
    show inner ℂ (WithLp.toLp 2 v : EuclideanSpace ℂ (Fin 4)) (toOp M (WithLp.toLp 2 v)) = _
    rw [hT]
    simp [PiLp.inner_apply, dotProduct, mul_comm]
  have h0 : ∀ p : Fin 2, p ∈ ({0} : Finset (Fin 2)) → p = 0 := by decide
  have h1 : ∀ p : Fin 2, p ∉ ({0} : Finset (Fin 2)) → p = 1 := by decide
  refine ⟨⟨?_, ?_⟩, ?_, fun p hp => ?_, fun p hp => ?_⟩
  · rw [EuclideanSpace.norm_eq, Real.sqrt_eq_one]
    simp [pairState, Fin.sum_univ_four]
    all_goals norm_num
  · simp only [cumulant, gamma, exc, exc2, jw, hs, hm, pairState, hev, ← Matrix.mulVec_mulVec]
    simp [jwMat, Matrix.mulVec, dotProduct, Fin.sum_univ_four, map_ofNat]
    all_goals norm_num
  · rw [EuclideanSpace.norm_eq, Real.sqrt_eq_one]
    simp [detState, Fin.sum_univ_four]
  · rw [h0 p hp]
    simp only [jw, hs, detState, hT]
    ext i
    fin_cases i <;> simp [jwMat, Matrix.mulVec, dotProduct, Fin.sum_univ_four]
  · rw [h1 p hp]
    simp only [jw, detState, hT]
    ext i
    fin_cases i <;> simp [jwMat, Matrix.mulVec, dotProduct, Fin.sum_univ_four]

end

end GeneralizedWick
```

```lean
#print axioms GeneralizedWick.hole_contraction
#print axioms GeneralizedWick.generalized_wick
#print axioms GeneralizedWick.wick_determinant
```

```
'GeneralizedWick.hole_contraction' depends on axioms: [propext, Classical.choice, Quot.sound]
'GeneralizedWick.generalized_wick' depends on axioms: [propext, Classical.choice, Quot.sound]
'GeneralizedWick.wick_determinant' depends on axioms: [propext, Classical.choice, Quot.sound]
```

## In a calculation

Since \(\{qp\}^\dagger=\{pq\}\), the left side is the overlap of \(\{qp\}\Psi\) with \(\{rs\}\Psi\), the metric of internally contracted single excitations from a multiconfigurational reference in orthonormal spin orbitals, after their components along \(\Psi\) have been projected out; double excitations need longer strings than those treated here. For finitely many modes, a code can evaluate this overlap from the stored one- and two-body density matrices as \(\delta_{qr}\gamma_{ps}+\langle a_p^\dagger a_r^\dagger a_sa_q\rangle-\gamma_{pq}\gamma_{rs}\), without forming \(\lambda\), because \(\gamma_{ps}\gamma_{rq}\) cancels. The form with \(\lambda\) shows what is lost when the two-body cumulant is neglected.
